# Matching value and slope gives twelve times the least squared error of value matching for the leading free s-wave residual

Take a free electron in an s-wave inside a muffin-tin sphere of radius 1. A basis linearised at zero energy offers two radial shapes there, \(r\) and \(r^3\) (each already multiplied by the radius). The first term it misses in the energy expansion is proportional to \(r^5\), so the basis has to imitate \(r^5\) by \(\alpha r+\beta r^3\).

Agreement in value at \(r=1\) requires \(\alpha+\beta=1\), and one number stays free. With \(b=-\beta\), the mismatch is

\[
r^5-r+b\,(r^3-r).
\]

Agreement in slope requires \(\alpha+3\beta=5\) as well. That forces \(\beta=2\), so \(b=-2\), and nothing is left to adjust. The integrated squared mismatch is

\[
J(b)=\int_0^1\bigl(r^5-r+b(r^3-r)\bigr)^2dr=\frac{32}{10395}+\frac{8}{105}\Bigl(b+\frac43\Bigr)^2 .
\]

Its unique minimum is \(32/10395\), at \(b=-4/3\). At \(b=-2\) it is \(384/10395\), twelve times as much. For a sphere of radius \(S>0\), with \(b\) scaled as below, both numbers are multiplied by \(S^{11}\) and the ratio stays the same.

## The matching step in LAPW and APW+lo codes

An LAPW code solves two equations per angular momentum channel, so that each augmented plane wave joins its interstitial part in value and slope. This fixes the amounts of the radial function and of its energy derivative. In a channel treated with APW+lo, the code matches the radial function in value only, and adds a local orbital that vanishes at the sphere boundary. The amount of the energy derivative is then a separate variational coefficient. In the example above, the fit is \(r-b\,(r^3-r)\): the local orbital has the shape \(r^3-r\) and its coefficient is \(\beta=-b\).

For one free, non-interacting s-channel, the factor twelve is the ratio by which the extra slope condition raises the least squared error in fitting the leading missed term. The same numbers can serve as reference values for a radial solver and its quadrature: set the potential, the angular momentum and the linearisation energy to zero, and fit \(r^5\) under each matching rule.

## From the radial equation to the parabola

In units with \(\hbar^2/2m=1\), the radius times the s-wave radial function, \(\varphi(r,E)\), obeys \(-\varphi''=E\varphi\). Write \(u\), \(\dot u\) and \(\ddot u\) for \(\varphi\) and its first two energy derivatives at \(E=0\). Differentiating the equation in \(E\) gives

\[
-u''=0,\qquad -\dot u''=u,\qquad -\ddot u''=2\dot u .
\]

With \(\varphi=0\) and \(\varphi'=1\) at the origin for every \(E\), the solutions are \(u=r\), \(\dot u=-r^3/6\) and \(\ddot u=r^5/60\). The basis spans \(u\) and \(\dot u\), so the leading missed term is \(\tfrac{E^2}{2}\ddot u=\tfrac{E^2}{120}r^5\).

Let \(a u+c\dot u\) match this term in value at \(S\):

\[
\frac{E^2S^5}{120}=aS-\frac{cS^3}{6}
\quad\Longrightarrow\quad
a=\frac{E^2S^4}{120}+\frac{cS^2}{6}.
\]

Subtracting the combination from the missed term leaves

\[
\frac{E^2}{120}(r^5-S^4r)+\frac c6(r^3-S^2r)
=\frac{E^2}{120}\Bigl[r^5-S^4r+bS^2(r^3-S^2r)\Bigr],
\qquad b=\frac{20c}{E^2S^2}.
\]

Substituting \(r=Sx\) turns the bracket into \(S^5\bigl[x^5-x+b(x^3-x)\bigr]\). Its integrated square is therefore \(S^{11}J(b)\). The three integrals in \(J\) are

\[
\int_0^1(x^5-x)^2dx=\frac1{11}-\frac27+\frac13=\frac{32}{231},
\]
\[
\int_0^1(x^5-x)(x^3-x)\,dx=\frac19-\frac17-\frac15+\frac13=\frac{32}{315},
\]
\[
\int_0^1(x^3-x)^2dx=\frac17-\frac25+\frac13=\frac8{105}.
\]

Hence \(J(b)=\frac{32}{231}+\frac{64}{315}b+\frac{8}{105}b^2\). Completing the square puts the vertex at \(b=-4/3\), with constant \(\frac{32}{231}-\frac{128}{945}=\frac{32}{10395}\).

The slope of the bracket at \(r=S\) is

\[
5S^4-S^4+bS^2(3S^2-S^2)=2S^4(b+2),
\]

which vanishes only for \(b=-2\). There the square adds \(\frac8{105}\cdot\frac49=\frac{352}{10395}\), and the total is \(\frac{384}{10395}\).

## The Lean file

```lean
import Mathlib

open intervalIntegral

namespace APWloVersusLAPW

noncomputable section

/-- The free s-wave at zero energy, multiplied by the radius. -/
def u (r : ℝ) : ℝ := r

/-- The first energy derivative of the free s-wave at zero energy, multiplied by the radius. -/
def uDot (r : ℝ) : ℝ := -(1 / 6) * r ^ 3

/-- The second energy derivative of the free s-wave at zero energy, multiplied by the radius. -/
def uDDot (r : ℝ) : ℝ := 1 / 60 * r ^ 5

/-- The residual, up to a constant factor, left by value matching at the sphere radius `S`;
the number `b` measures the admixture of the energy derivative `uDot`. -/
def residual (S b r : ℝ) : ℝ := r ^ 5 - S ^ 4 * r + b * S ^ 2 * (r ^ 3 - S ^ 2 * r)

/-- The squared residual integrated over the radius from the origin to the sphere boundary. -/
def sqError (S b : ℝ) : ℝ := ∫ r in (0 : ℝ)..S, residual S b r ^ 2

/-- The three radial functions satisfy the free radial equation `-φ'' = E φ` at `E = 0`
and its first and second derivatives with respect to the energy. -/
theorem radial_equations (r : ℝ) :
    -deriv (deriv u) r = 0 ∧ -deriv (deriv uDot) r = u r ∧
      -deriv (deriv uDDot) r = 2 * uDot r := by
  -- first derivatives as functions
  have h0 : deriv u = fun _ => (1 : ℝ) := by
    funext x
    exact (hasDerivAt_id' x).deriv
  have h1 : deriv uDot = fun x => -(1 / 2) * x ^ 2 := by
    funext x
    refine HasDerivAt.deriv (HasDerivAt.congr_deriv
      ((hasDerivAt_pow 3 x).const_mul (-(1 / 6) : ℝ)) ?_)
    push_cast
    ring
  have h2 : deriv uDDot = fun x => 1 / 12 * x ^ 4 := by
    funext x
    refine HasDerivAt.deriv (HasDerivAt.congr_deriv
      ((hasDerivAt_pow 5 x).const_mul (1 / 60 : ℝ)) ?_)
    push_cast
    ring
  -- second derivatives at the given radius
  have k1 : deriv (fun x : ℝ => -(1 / 2) * x ^ 2) r = -r := by
    refine HasDerivAt.deriv (HasDerivAt.congr_deriv
      ((hasDerivAt_pow 2 r).const_mul (-(1 / 2) : ℝ)) ?_)
    push_cast
    ring
  have k2 : deriv (fun x : ℝ => 1 / 12 * x ^ 4) r = 1 / 3 * r ^ 3 := by
    refine HasDerivAt.deriv (HasDerivAt.congr_deriv
      ((hasDerivAt_pow 4 r).const_mul (1 / 12 : ℝ)) ?_)
    push_cast
    ring
  refine ⟨?_, ?_, ?_⟩
  · rw [h0]
    simp
  · rw [h1, k1, u]
    ring
  · rw [h2, k2, uDot]
    ring

/-- If a combination of `u` and `uDot` matches the second-order energy term in value at the
sphere radius `S > 0`, for nonzero energy `E`, the difference is `E ^ 2 / 120` times the
residual with `b = 20 c / (E ^ 2 S ^ 2)`. -/
theorem residual_of_value_matching {E S a c : ℝ} (hE : E ≠ 0) (hS : 0 < S)
    (h : E ^ 2 / 2 * uDDot S = a * u S + c * uDot S) (r : ℝ) :
    E ^ 2 / 2 * uDDot r - (a * u r + c * uDot r) =
      E ^ 2 / 120 * residual S (20 * c / (E ^ 2 * S ^ 2)) r := by
  have hS' : S ≠ 0 := hS.ne'
  simp only [u, uDot, uDDot] at h
  -- value matching fixes the coefficient of `u`
  have ha : a = E ^ 2 * S ^ 4 / 120 + c * S ^ 2 / 6 := by
    apply mul_right_cancel₀ hS'
    linear_combination -h
  have hb : E ^ 2 * S ^ 2 * (20 * c / (E ^ 2 * S ^ 2)) = 20 * c := by
    field_simp
  simp only [u, uDot, uDDot, residual]
  rw [ha]
  linear_combination (-(r ^ 3 - S ^ 2 * r) / 120) * hb

/-- The integrated squared residual is a parabola in `b` with vertex at `b = -4/3`, scaled by
the eleventh power of the sphere radius. -/
theorem sqError_eq (S b : ℝ) :
    sqError S b = S ^ 11 * (32 / 10395 + 8 / 105 * (b + 4 / 3) ^ 2) := by
  -- an explicit antiderivative of the squared residual
  have hF : ∀ r : ℝ, HasDerivAt (fun x : ℝ =>
      1 / 11 * x ^ 11 + 2 * (b * S ^ 2) / 9 * x ^ 9
        + ((b * S ^ 2) ^ 2 - 2 * (1 + b) * S ^ 4) / 7 * x ^ 7
        + -(2 * b * (1 + b) * S ^ 6) / 5 * x ^ 5
        + ((1 + b) * S ^ 4) ^ 2 / 3 * x ^ 3) (residual S b r ^ 2) r := by
    intro r
    refine HasDerivAt.congr_deriv
      (((((hasDerivAt_pow 11 r).const_mul _).fun_add
        ((hasDerivAt_pow 9 r).const_mul _)).fun_add
        ((hasDerivAt_pow 7 r).const_mul _)).fun_add
        ((hasDerivAt_pow 5 r).const_mul _) |>.fun_add
        ((hasDerivAt_pow 3 r).const_mul _)) ?_
    unfold residual
    push_cast
    ring
  have hc : Continuous (fun r : ℝ => residual S b r ^ 2) := by
    unfold residual
    fun_prop
  unfold sqError
  rw [integral_eq_sub_of_hasDerivAt (fun r _ => hF r) (hc.intervalIntegrable 0 S)]
  ring

/-- The slope of the residual at the sphere boundary is `2 S ^ 4 (b + 2)`. -/
theorem residual_slope (S b : ℝ) :
    deriv (residual S b) S = 2 * S ^ 4 * (b + 2) := by
  have h : HasDerivAt (residual S b) (2 * S ^ 4 * (b + 2)) S := by
    refine HasDerivAt.congr_deriv
      (((hasDerivAt_pow 5 S).fun_sub ((hasDerivAt_id' S).const_mul (S ^ 4))).fun_add
        (((hasDerivAt_pow 3 S).fun_sub
          ((hasDerivAt_id' S).const_mul (S ^ 2))).const_mul (b * S ^ 2))) ?_
    push_cast
    ring
  exact h.deriv

/-- For a sphere of positive radius, value matching alone gives a unique least squared error at
`b = -4/3`, whereas matching the slope as well holds exactly for `b = -2` and gives twelve
times that least error. -/
theorem apwlo_versus_lapw {S : ℝ} (hS : 0 < S) :
    sqError S (-4 / 3) = 32 / 10395 * S ^ 11 ∧
      (∀ b, b ≠ -4 / 3 → sqError S (-4 / 3) < sqError S b) ∧
      (∀ b, deriv (residual S b) S = 0 ↔ b = -2) ∧
      sqError S (-2) = 12 * sqError S (-4 / 3) := by
  refine ⟨?_, ?_, ?_, ?_⟩
  · rw [sqError_eq]
    ring
  · intro b hb
    -- away from the vertex the parabola lies strictly higher
    have hne : b + 4 / 3 ≠ 0 := fun h => hb (by linarith)
    have hsq : 0 < (b + 4 / 3) ^ 2 := by positivity
    have hpos : 0 < S ^ 11 * (b + 4 / 3) ^ 2 := by positivity
    simp only [sqError_eq]
    nlinarith [hpos]
  · intro b
    rw [residual_slope]
    constructor
    · intro h
      rcases mul_eq_zero.mp h with h | h
      · exact absurd h (by positivity)
      · linarith
    · intro h
      rw [h]
      ring
  · simp only [sqError_eq]
    ring

/-- On the unit sphere the squared error with value matching is an explicit parabola in `b`. -/
theorem unit_sphere (b : ℝ) :
    ∫ r in (0 : ℝ)..1, (r ^ 5 - r + b * (r ^ 3 - r)) ^ 2 =
      32 / 10395 + 8 / 105 * (b + 4 / 3) ^ 2 := by
  have h := sqError_eq 1 b
  simp only [sqError, residual, one_pow, mul_one, one_mul] at h
  exact h

end

end APWloVersusLAPW
```

```lean
#print axioms APWloVersusLAPW.radial_equations
#print axioms APWloVersusLAPW.residual_of_value_matching
#print axioms APWloVersusLAPW.apwlo_versus_lapw
#print axioms APWloVersusLAPW.unit_sphere
```

```
'APWloVersusLAPW.radial_equations' depends on axioms: [propext, Classical.choice, Quot.sound]
'APWloVersusLAPW.residual_of_value_matching' depends on axioms: [propext, Classical.choice, Quot.sound]
'APWloVersusLAPW.apwlo_versus_lapw' depends on axioms: [propext, Classical.choice, Quot.sound]
'APWloVersusLAPW.unit_sphere' depends on axioms: [propext, Classical.choice, Quot.sound]
```

## Reading the theorems and their proofs

The functions `u`, `uDot` and `uDDot` are the explicit polynomials above. In the LAPW literature \(u\) usually denotes the radial function itself; here it includes the factor \(r\). With that factor, integrating the square over \(r\) gives the squared three-dimensional norm inside the sphere for a normalised spherical harmonic. `residual S b r` is the bracket without its prefactor \(E^2/120\), and `sqError S b` is its squared integral from 0 to \(S\). The physical squared error carries the further factor \(E^4/14400\), which doesn't affect the ratio.

`radial_equations` says that the polynomials satisfy the three differential equations at every real \(r\). The proof computes the first derivatives as functions, then differentiates again. These equations alone don't select the solutions: the conditions at the origin do, and they enter through the definitions.

`residual_of_value_matching` takes arbitrary coefficients `a` and `c`, a nonzero energy and a positive radius. Its hypothesis `h` is the value condition. The proof cancels a factor \(S\) to solve for `a`, and `linear_combination` then checks the remaining identity.

`sqError_eq` gives the parabola for every real `S` and `b`. Instead of rescaling the radius, the proof supplies an antiderivative of the squared residual, checks it by differentiation and applies the fundamental theorem of calculus; `ring` completes the square. `residual_slope` is the boundary derivative computed above.

`apwlo_versus_lapw` combines these for \(S>0\) in four statements:

- The error at \(b=-4/3\) is \(\frac{32}{10395}S^{11}\).
- Every other \(b\) gives a strictly larger error, because \(S^{11}(b+4/3)^2\) is then positive.
- The boundary slope of the residual vanishes exactly when \(b=-2\).
- The error at \(b=-2\) is twelve times the error at \(b=-4/3\).

`unit_sphere` is the formula for \(J(b)\), obtained by setting \(S=1\) in `sqError_eq`.

## Zero energy breaks the residual formula

The condition \(E\neq0\) in `residual_of_value_matching` is needed. Take \(E=0\), \(S=1\), \(a=1\) and \(c=6\). The combination is \(r-r^3\), which vanishes at \(r=1\) and so matches the missed term, now zero, in value. The difference is \(r^3-r\), but the right-hand side of the formula has the prefactor \(E^2/120=0\). A local orbital can still be added at zero energy, but its amount can't be expressed as a multiple of a vanishing term.

## Least squares in one sphere and the variational energy

The comparison concerns a single s-channel with zero potential, linearised at zero energy, and only the second-order term in \(E\). The function outside the sphere is taken to supply the correct boundary value and, for LAPW, the correct slope of that term. Higher powers of \(E\), other angular momenta and a real crystal potential would change the numbers.

The step from here to an actual calculation is the choice of \(b\). The theorems pick the value with the least squared error inside the sphere, whereas a band-structure code picks its coefficients by making the energy stationary over the whole cell, including the kinetic contribution of any kink at the boundary. The factor twelve is thus a statement about the best fit that each matching rule admits, and it doesn't predict a ratio of total-energy errors or of plane-wave cutoffs.
